# Two orbitals of equal negative on-site energy can have an arbitrarily high Wolfsberg-Helmholz level when K > 1

Two normalised orbitals with real overlap `s` have the same on-site energy `e < 0`, and the Wolfsberg-Helmholz rule sets the Hamiltonian element between them to `K e s`, with `K > 1`. The theorem `dimer_level_unbounded` says that for every real energy `B` there is an overlap strictly between 0 and 1, depending on `B`, at which the generalised eigenvalue problem `H v = E S v` has a level `E` above `B`. The proof uses the antibonding vector `![1, -1]`, an eigenvector of the overlap matrix with eigenvalue `x = 1 - s`. The corresponding energy `e (K + (1 - K) / x)` tends to plus infinity as `x` falls to zero, so some `x` between 0 and 1 puts it above `B`, and the overlap is taken to be `1 - x`.

An attempt in Lean 4 with a fault in it:

```lean
import Mathlib

open Matrix Filter Topology
open scoped ComplexOrder

namespace DimerLevelUnbounded

noncomputable section

variable {n : Type*} [Fintype n] [DecidableEq n]

/-- The Wolfsberg-Helmholz Hamiltonian: on-site energy `e` on the diagonal and hopping
`K e S i j` between different orbitals. -/
def hamiltonian (e K : ℝ) (S : Matrix n n ℂ) : Matrix n n ℂ :=
  Matrix.of fun i j => if i = j then (e : ℂ) else K * e * S i j

/-- The energy `e (K + (1 - K) / x)` attached to an overlap eigenvalue `x ≠ 0`. -/
def level (e K x : ℝ) : ℝ := e * (K + (1 - K) / x)

/-- `E` is a generalized eigenvalue: `H v = E S v` has a nonzero solution `v`. -/
def IsLevel (H S : Matrix n n ℂ) (E : ℂ) : Prop :=
  ∃ v : n → ℂ, v ≠ 0 ∧ H *ᵥ v = E • (S *ᵥ v)

/-- The overlap matrix of two normalized orbitals with real overlap `s`. -/
def dimer (s : ℝ) : Matrix (Fin 2) (Fin 2) ℂ := !![1, (s : ℂ); (s : ℂ), 1]

omit [Fintype n] in
/-- For normalized orbitals the Hamiltonian is a combination of the overlap matrix and the
identity. -/
theorem hamiltonian_eq (e K : ℝ) {S : Matrix n n ℂ} (hd : ∀ i, S i i = 1) :
    hamiltonian e K S = ((K : ℂ) * e) • S + ((1 - (K : ℂ)) * e) • (1 : Matrix n n ℂ) := by
  ext i j
  by_cases h : i = j
  · subst h
    simp only [hamiltonian, Matrix.of_apply, if_true, Matrix.add_apply, Matrix.smul_apply,
      Matrix.one_apply_eq, hd, smul_eq_mul]
    ring
  · simp [hamiltonian, h]

/-- For normalized orbitals, an eigenvector of the overlap matrix with eigenvalue `x ≠ 0` solves
the generalized eigenvalue equation with energy `level e K x`. -/
theorem overlap_eigenvector (e K : ℝ) {S : Matrix n n ℂ} (hd : ∀ i, S i i = 1)
    {x : ℝ} (hx : x ≠ 0) {v : n → ℂ} (hv : S *ᵥ v = (x : ℂ) • v) :
    hamiltonian e K S *ᵥ v = (level e K x : ℂ) • (S *ᵥ v) := by
  have hx' : (x : ℂ) ≠ 0 := Complex.ofReal_ne_zero.mpr hx
  rw [hamiltonian_eq e K hd, Matrix.add_mulVec, Matrix.smul_mulVec, Matrix.smul_mulVec,
    Matrix.one_mulVec, hv, smul_smul, smul_smul, ← add_smul]
  congr 1
  simp only [level]
  push_cast
  field_simp

/-- For `e < 0` and `K > 1` the energy grows without bound as the overlap eigenvalue tends to
zero from above. -/
theorem level_tendsto_atTop {e K : ℝ} (he : e < 0) (hK : 1 < K) :
    Tendsto (level e K) (𝓝[>] 0) atTop := by
  have hc : 0 < e * (1 - K) := mul_pos_of_neg_of_neg he (by linarith)
  have h := tendsto_atTop_add_const_left (𝓝[>] (0 : ℝ)) (e * K)
    (tendsto_inv_nhdsGT_zero.const_mul_atTop hc)
  refine h.congr fun x => ?_
  simp only [level, div_eq_mul_inv]
  ring

/-- For `e < 0` and `K > 1`, and for any given energy `B`, there is an overlap `0 < s < 1`,
depending on `B`, at which two orbitals have a level above `B`. -/
theorem dimer_level_unbounded {e K : ℝ} (he : e < 0) (hK : 1 < K) (B : ℝ) :
    ∃ s : ℝ, 0 < s ∧ s < 1 ∧ ∃ E : ℝ, B < E ∧
      IsLevel (hamiltonian e K (dimer s)) (dimer s) (E : ℂ) := by
  have h2 : ∀ᶠ x : ℝ in 𝓝[>] 0, x ∈ Set.Ioo (0 : ℝ) 1 := Ioo_mem_nhdsGT one_pos
  obtain ⟨x, hB, hx0, hx1⟩ :=
    (((level_tendsto_atTop he hK).eventually_gt_atTop B).and h2).exists
  -- the antibonding combination has overlap eigenvalue `x = 1 - s`
  refine ⟨1 - x, by linarith, by linarith, level e K x, hB, ![1, -1], ?_, ?_⟩
  · intro h
    simpa using congrFun h 0
  · apply overlap_eigenvector e K _ hx0.ne'
    · ext i
      fin_cases i <;> simp [dimer, Matrix.mulVec, dotProduct, Fin.sum_univ_two]
    · intro i
      fin_cases i <;> simp [dimer]

end

end DimerLevelUnbounded
```

Lean reports:

```
Main.lean:77:4: error: unsolved goals
case refine_2.«1»
e K : ℝ
he : e < 0
hK : 1 < K
B : ℝ
h2 : ∀ᶠ (x : ℝ) in 𝓝[>] 0, x ∈ Set.Ioo 0 1
x : ℝ
hB : B < level e K x
hx0 : 0 < x
hx1 : x < 1
⊢ 1 - ↑x + -1 = -↑x
```

The error is in the check that `![1, -1]` is an eigenvector of the overlap matrix with eigenvalue `x`. `ext i` and `fin_cases i` split this vector equation into its two components, and `simp` is run on each. It closes the first, but only simplifies the second, leaving `1 - ↑x + -1 = -↑x`, where `↑x` is `x` as a complex number. Lean therefore reports unsolved goals at the end of the bullet.

The remaining equation is true: the `1` and the `-1` cancel. But they are separated by `-↑x`, and `simp` with the lemmas it has here does not rearrange the sum to bring them together. The added `ring` proves identities in commutative rings by bringing both sides to a common normal form, so it closes the goal. It stands on its own line after the `simp` step, and so acts only on the component that `simp` left open.

After these edits no error is left:

```diff
@@ -77,4 +77,5 @@
     · ext i
       fin_cases i <;> simp [dimer, Matrix.mulVec, dotProduct, Fin.sum_univ_two]
+      ring
     · intro i
       fin_cases i <;> simp [dimer]
```
